# The inverse square root of a positive definite overlap matrix is positive semidefinite and squares to a left inverse of the overlap

For a finite, positive definite complex matrix S, read as the overlap matrix of a basis that need not be orthonormal, S^(-1/2) is built from the eigenvectors of S and the inverse square roots of its eigenvalues. The theorem states that this matrix is positive semidefinite and that S^(-1/2) S^(-1/2) S = 1. The proof gets the first part from the non-negative diagonal factor, since conjugation by the eigenvector matrix preserves positive semidefiniteness. For the second it writes S in its eigenbasis, cancels the unitary factors, and is left with one scalar identity for each eigenvalue λ: (√λ)⁻¹ (√λ)⁻¹ λ = 1.

This version doesn't compile in Lean 4 with Mathlib:

```lean
import Mathlib

open Matrix
open scoped ComplexOrder

namespace InvSqrtSpec

noncomputable section

variable {n m : Type*} [Fintype n] [DecidableEq n] [Fintype m]

/-- The inverse square root `S^(-1/2)` of a positive definite overlap `S`, built from the
eigenvectors of `S` and the inverse square roots of its eigenvalues. -/
def invSqrt {S : Matrix n n ℂ} (hS : S.PosDef) : Matrix n n ℂ :=
  (hS.isHermitian.eigenvectorUnitary : Matrix n n ℂ) *
    diagonal (fun i => (((√(hS.isHermitian.eigenvalues i))⁻¹ : ℝ) : ℂ)) *
    (hS.isHermitian.eigenvectorUnitary : Matrix n n ℂ)ᴴ

/-- For positive definite `S`, the matrix `S^(-1/2)` is positive semidefinite and its square
is a left inverse of `S`. -/
theorem invSqrt_spec {S : Matrix n n ℂ} (hS : S.PosDef) :
    (invSqrt hS).PosSemidef ∧ invSqrt hS * invSqrt hS * S = 1 := by
  constructor
  · have hd : (diagonal (fun i =>
        (((√(hS.isHermitian.eigenvalues i))⁻¹ : ℝ) : ℂ))).PosSemidef :=
      PosSemidef.diagonal (fun i => Complex.zero_le_real.mpr (by positivity))
    exact hd.mul_mul_conjTranspose_same _
  · -- in the eigenbasis of `S` the claim is a product of diagonal matrices
    have key : ∀ U E D : Matrix n n ℂ, Uᴴ * U = 1 → U * Uᴴ = 1 → E * E * D = 1 →
        (U * E * Uᴴ) * (U * E * Uᴴ) * (U * D * Uᴴ) = 1 := by
      intro U E D h1 h2 h3
      calc (U * E * Uᴴ) * (U * E * Uᴴ) * (U * D * Uᴴ)
          = U * E * (Uᴴ * U) * E * (Uᴴ * U) * D * Uᴴ := by simp only [Matrix.mul_assoc]
        _ = U * (E * E * D) * Uᴴ := by
          rw [h1]; simp only [Matrix.mul_one, Matrix.mul_assoc]
        _ = 1 := by rw [h3, Matrix.mul_one, h2]
    have hs := hS.isHermitian.spectral_theorem
    simp only [Unitary.conjStarAlgAut_apply] at hs
    refine (congrArg (fun X => invSqrt hS * invSqrt hS * X) hs).trans ?_
    refine key _ _ _ (mem_unitaryGroup_iff'.mp hS.isHermitian.eigenvectorUnitary.2)
      (mem_unitaryGroup_iff.mp hS.isHermitian.eigenvectorUnitary.2) ?_
    rw [diagonal_mul_diagonal, diagonal_mul_diagonal, ← diagonal_one]
    congr 1
    funext i
    have hp := hS.eigenvalues_pos i
    have r : (√(hS.isHermitian.eigenvalues i))⁻¹ * (√(hS.isHermitian.eigenvalues i))⁻¹ *
        hS.isHermitian.eigenvalues i = 1 := by
      rw [← mul_inv, Real.mul_self_sqrt hp.le, inv_mul_cancel₀ hp.ne']
    exact_mod_cast congrArg Complex.ofReal r

end

end InvSqrtSpec
```

The compiler's answer:

```
Main.lean:49:4: error: mod_cast has type
  (√(⋯.eigenvalues i))⁻¹ * (√(⋯.eigenvalues i))⁻¹ * ⋯.eigenvalues i = 1
but is expected to have type
  ↑((√(⋯.eigenvalues i))⁻¹ * (√(⋯.eigenvalues i))⁻¹) * (RCLike.ofReal ∘ ⋯.eigenvalues) i = 1
```

Diagnosis. The message shows two equations that should agree after cast normalisation. The supplied one has become the real identity `r`, but the goal is still complex: its first two factors have been gathered under one cast, while the third remains `(RCLike.ofReal ∘ ⋯.eigenvalues) i`.

That third factor is the eigenvalue cast to ℂ, but it is written as a composed function applied to `i`. `exact_mod_cast` does not unfold the composition to find a cast it can combine with the others, so it cannot bring the whole goal down to ℝ.

The added `change` restates the goal with all three factors as explicit casts from ℝ to ℂ. Lean accepts this because the two forms are equal by definition. The casts can then be gathered over the whole product, and the goal becomes `r`.

Replacing `congrArg Complex.ofReal r` with `r` is mere tidying: the message shows that normalisation had already removed the casts from the supplied equation.

Fix (accepted with no message):

```diff
@@ -47,5 +47,8 @@
         hS.isHermitian.eigenvalues i = 1 := by
       rw [← mul_inv, Real.mul_self_sqrt hp.le, inv_mul_cancel₀ hp.ne']
-    exact_mod_cast congrArg Complex.ofReal r
+    change (((√(hS.isHermitian.eigenvalues i))⁻¹ : ℝ) : ℂ) *
+      (((√(hS.isHermitian.eigenvalues i))⁻¹ : ℝ) : ℂ) *
+      ((hS.isHermitian.eigenvalues i : ℝ) : ℂ) = 1
+    exact_mod_cast r
 
 end
```
